# The four-point mixed difference returns the exact Hessian of a harmonic energy surface for every nonzero step

Q: Take two coordinates a and b and the energy E(a, b) = k a b, with k a coupling constant. Its mixed second derivative is k. Why should a difference formula with a finite step h return k itself, and not k plus something that vanishes with h?

A: Displace both coordinates by ±h and combine the four energies with signs +, −, −, +:

k [(a+h)(b+h) − (a+h)(b−h) − (a−h)(b+h) + (a−h)(b−h)]

The bracket factorises:

[(a+h) − (a−h)] · [(b+h) − (b−h)] = 2h · 2h = 4h²

Division by 4h² leaves k, for any nonzero h and at any point (a, b). The signs keep only what is odd in both displacements, and here that is a single term of size h².

Q: A real harmonic surface also has an offset, forces and diagonal force constants. Do they cancel too?

A: They do. Let x now be the vector of all n coordinates, measured from a reference geometry, and let

E(x) = c + g·x + x·Hx/2

with offset c, gradient g at the reference geometry and force-constant matrix H. Displace along two directions u and v, with signs σ and τ that are each +1 or −1. Since σ² = τ² = 1,

E(x + σhu + τhv) = E(x) + σh [g·u + (x·Hu + u·Hx)/2] + τh [g·v + (x·Hv + v·Hx)/2] + h² (u·Hu + v·Hv)/2 + στh² (u·Hv + v·Hu)/2

The stencil multiplies each energy by στ and adds the four. Terms without a sign are then weighted by the sum of στ, which is zero. Terms in σ are left with a sum over τ, which is zero, and likewise for terms in τ. Only the last term survives, because (στ)² = 1, and it is counted four times. After division by 4h² the result is

(u·Hv + v·Hu)/2

For the coordinate axes u = e_i and v = e_j this is (H_ij + H_ji)/2, which equals H_ij when H is symmetric.

Q: Does the Lean definition use the same stencil?

A: Yes, with the directions left general.

```lean
import Mathlib

open Matrix

namespace NumericalHessian

noncomputable section

/-- The four-point mixed central difference of an energy `E` at the geometry `x`,
with step `h` along the displacement directions `u` and `v`. -/
def mixedStencil {n : Type*} (E : (n → ℝ) → ℝ) (h : ℝ) (x u v : n → ℝ) : ℝ :=
  (E (x + h • u + h • v) - E (x + h • u - h • v)
    - E (x - h • u + h • v) + E (x - h • u - h • v)) / (4 * h ^ 2)
```

A geometry is a function `n → ℝ`, one real number for each coordinate label in `n`. The arguments `u` and `v` may be Cartesian axes or normal-mode vectors. They needn't be normalised; on a harmonic surface the result scales with the product of their lengths. When they are the same axis e_i, the two middle energies are both E(x), and the formula becomes the ordinary second difference with step 2h.

Q: And the surface?

A: It is the E(x) above, for any finite set of coordinates. The symbol `⬝ᵥ` is the dot product and `*ᵥ` applies a matrix to a vector.

```lean
variable {n : Type*} [Fintype n]

/-- The harmonic energy surface with offset `c`, linear coefficients `g` and
force-constant matrix `H`. -/
def harmonicEnergy (c : ℝ) (g : n → ℝ) (H : Matrix n n ℝ) (x : n → ℝ) : ℝ :=
  c + g ⬝ᵥ x + (x ⬝ᵥ (H *ᵥ x)) / 2
```

The gradient `g` is arbitrary, so the reference geometry needn't be a stationary point. Nor is `H` required to be positive, so saddle points are included. A separate definition supplies a cubic anharmonicity, which we shall need later.

```lean
/-- A cubic anharmonic energy, given by a trilinear form evaluated on the displacement. -/
def cubicEnergy (t : (n → ℝ) →ₗ[ℝ] (n → ℝ) →ₗ[ℝ] (n → ℝ) →ₗ[ℝ] ℝ) (x : n → ℝ) : ℝ :=
  t x x x / 6
```

Here `t` takes three vectors and is linear in each. It isn't assumed to be symmetric under exchange of its arguments.

Q: Where does the symmetry of H enter?

A: As the hypothesis `H.IsSymm`. Physically it says that the force on coordinate i caused by moving coordinate j equals the force on j caused by moving i, which holds for forces derived from a smooth energy. The first lemma turns this into a statement about directions, u·Hv = v·Hu.

```lean
/-- A symmetric force-constant matrix couples two displacements equally in either order. -/
theorem coupling_symm {H : Matrix n n ℝ} (hH : H.IsSymm) (u v : n → ℝ) :
    u ⬝ᵥ (H *ᵥ v) = v ⬝ᵥ (H *ᵥ u) := by
  have h1 : u ⬝ᵥ (H *ᵥ v) = (Hᵀ *ᵥ u) ⬝ᵥ v := by
    rw [Matrix.dotProduct_mulVec, Matrix.mulVec_transpose]
  rw [h1, hH.eq, dotProduct_comm]
```

The proof moves H to the other factor of the dot product, where it becomes its transpose, and then replaces the transpose by H.

Q: Your expansion didn't use symmetry until the last line. Does the formal one?

A: It follows the same order. The next theorem holds for any matrix H.

```lean
/-- On a harmonic surface the stencil along any two directions returns the symmetrised
coupling of these directions, at every geometry and for every nonzero step. -/
theorem stencil_harmonic (c : ℝ) (g : n → ℝ) (H : Matrix n n ℝ) {h : ℝ} (hh : h ≠ 0)
    (x u v : n → ℝ) :
    mixedStencil (harmonicEnergy c g H) h x u v
      = (u ⬝ᵥ (H *ᵥ v) + v ⬝ᵥ (H *ᵥ u)) / 2 := by
  -- expand the four energies; all but the mixed terms cancel
  simp only [mixedStencil, harmonicEnergy, Matrix.mulVec_add, Matrix.mulVec_sub,
    Matrix.mulVec_smul, dotProduct_add, dotProduct_sub, add_dotProduct, sub_dotProduct,
    smul_dotProduct, dotProduct_smul, smul_eq_mul]
  field_simp
  ring
```

The `simp only` step expands the four energies by linearity. Then `field_simp` clears the denominator, using h ≠ 0, and `ring` carries out the cancellation that the signs σ and τ organised above. Putting in the coordinate axes, written `Pi.single i 1` for e_i, picks out matrix entries.

```lean
/-- On a harmonic surface, for every nonzero step, the stencil along the coordinate axes `i` and `j`
returns the mean of `H i j` and `H j i`. -/
theorem stencil_harmonic_axes [DecidableEq n] (c : ℝ) (g : n → ℝ) (H : Matrix n n ℝ)
    {h : ℝ} (hh : h ≠ 0) (x : n → ℝ) (i j : n) :
    mixedStencil (harmonicEnergy c g H) h x (Pi.single i 1) (Pi.single j 1)
      = (H i j + H j i) / 2 := by
  rw [stencil_harmonic c g H hh]
  simp
```

Symmetry then merges the two entries, which gives the main result.

```lean
/-- On a harmonic surface with symmetric `H`, for any nonzero step, the stencil along axes `i` and
`j` equals `H i j` at every geometry. -/
theorem numerical_hessian_exact [DecidableEq n] (c : ℝ) (g : n → ℝ) {H : Matrix n n ℝ}
    (hH : H.IsSymm) {h : ℝ} (hh : h ≠ 0) (x : n → ℝ) (i j : n) :
    mixedStencil (harmonicEnergy c g H) h x (Pi.single i 1) (Pi.single j 1) = H i j := by
  rw [stencil_harmonic_axes c g H hh, hH.apply i j]
  ring
```

In words: for every offset, every gradient, every symmetric H, every nonzero step, every geometry x and every pair i, j, the stencil equals H_ij. The diagonal case i = j is included.

Q: If H isn't symmetric, the stencil misses H_ij. Is that a failure of the numerical method?

A: No, it is a fault in the label. The energy x·Hx/2 depends only on the symmetric part of H, so no procedure that sees only energies could recover the rest. The file makes the condition sharp.

```lean
/-- For a nonzero step, the stencil reproduces every entry of the matrix `H` that defines the
harmonic surface if and only if `H` is symmetric. -/
theorem stencil_recovers_iff_symm [DecidableEq n] (c : ℝ) (g : n → ℝ) (H : Matrix n n ℝ)
    {h : ℝ} (hh : h ≠ 0) (x : n → ℝ) :
    (∀ i j, mixedStencil (harmonicEnergy c g H) h x (Pi.single i 1) (Pi.single j 1) = H i j)
      ↔ H.IsSymm := by
  constructor
  · intro hs
    refine Matrix.IsSymm.ext fun i j => ?_
    have h1 := hs i j
    rw [stencil_harmonic_axes c g H hh] at h1
    linarith
  · intro hH i j
    exact numerical_hessian_exact c g hH hh x i j
```

In one direction, if (H_ij + H_ji)/2 = H_ij for all i and j, then H_ij = H_ji, which `linarith` extracts. The other direction is the main theorem.

Q: Here is my real doubt. You compare the stencil with a matrix that you wrote into the energy yourself. A Hessian is a matrix of second derivatives. Where are the derivatives?

A: They are computed separately, in two stages. Along a line through y in direction v, symmetry gives

E(y + tv) = E(y) + t v·(g + Hy) + t² v·Hv/2

where t is a real number. The slope at t = 0 is therefore v·(g + Hy).

```lean
/-- For symmetric `H`, the derivative of the harmonic surface at `y` along `v` is the dot product of
`v` with `g + H y`. -/
theorem harmonic_slope (c : ℝ) (g : n → ℝ) {H : Matrix n n ℝ} (hH : H.IsSymm)
    (y v : n → ℝ) :
    HasDerivAt (fun t : ℝ => harmonicEnergy c g H (y + t • v)) (v ⬝ᵥ (g + H *ᵥ y)) 0 := by
  -- along a line the energy is a quadratic polynomial in the displacement
  have e : (fun t : ℝ => harmonicEnergy c g H (y + t • v)) = fun t : ℝ =>
      (harmonicEnergy c g H y + t * (v ⬝ᵥ (g + H *ᵥ y))) + t ^ 2 * (v ⬝ᵥ (H *ᵥ v) / 2) := by
    funext t
    simp only [harmonicEnergy, Matrix.mulVec_add, Matrix.mulVec_smul, dotProduct_add,
      add_dotProduct, smul_dotProduct, dotProduct_smul, smul_eq_mul]
    linear_combination t / 2 * coupling_symm hH y v + t * dotProduct_comm g v
  rw [e]
  have h1 := (((hasDerivAt_id' (0 : ℝ)).mul_const (v ⬝ᵥ (g + H *ᵥ y))).const_add
    (harmonicEnergy c g H y)).fun_add
    (((hasDerivAt_id' (0 : ℝ)).fun_pow 2).mul_const (v ⬝ᵥ (H *ᵥ v) / 2))
  refine h1.congr_deriv ?_
  simp
```

The equation `e` in the proof is this quadratic in t, and the remaining lines differentiate it at zero. For the second stage, set y = x + su with s real. The slope along v becomes

v·(g + Hx) + s u·Hv

and its derivative with respect to s is u·Hv.

```lean
/-- For symmetric `H`, the analytic mixed second derivative of the harmonic surface along `u` and
`v` is `u · H v` at every geometry. -/
theorem harmonic_second_derivative (c : ℝ) (g : n → ℝ) {H : Matrix n n ℝ} (hH : H.IsSymm)
    (x u v : n → ℝ) :
    HasDerivAt (fun s : ℝ => deriv (fun t : ℝ => harmonicEnergy c g H (x + s • u + t • v)) 0)
      (u ⬝ᵥ (H *ᵥ v)) 0 := by
  -- the slope along `v` is affine in the displacement along `u`
  have e : (fun s : ℝ => deriv (fun t : ℝ => harmonicEnergy c g H (x + s • u + t • v)) 0)
      = fun s : ℝ => v ⬝ᵥ (g + H *ᵥ x) + s * (u ⬝ᵥ (H *ᵥ v)) := by
    funext s
    rw [(harmonic_slope c g hH (x + s • u) v).deriv]
    simp only [Matrix.mulVec_add, Matrix.mulVec_smul, dotProduct_add, dotProduct_smul,
      smul_eq_mul]
    linear_combination s * coupling_symm hH v u
  rw [e]
  have h1 := ((hasDerivAt_id' (0 : ℝ)).mul_const (u ⬝ᵥ (H *ᵥ v))).const_add
    (v ⬝ᵥ (g + H *ᵥ x))
  refine h1.congr_deriv ?_
  simp
```

The statement reads as the physics does: differentiate along v at t = 0, then differentiate the result along u at s = 0. In the proof, `harmonic_slope` evaluates the inner derivative, and what is left is a linear function of s. With u = e_i and v = e_j the analytic second derivative is H_ij, the same number that the stencil returns.

Q: Molecules aren't harmonic. How soon does the exactness break down?

A: Not at third order, if by exactness you mean the absence of a step-size error. Add t(x, x, x)/6, where t is now the trilinear form, and expand it at x + σhu + τhv. A term survives the signs only if it is odd in both σ and τ. With three slots to fill, that requires one u, one v and one x. Terms such as t(u, u, v) carry σ²τ = τ and cancel, and so do terms with three equal displacements. The six orderings of u, v and x remain, each with the factor στh²/6. After the sum over signs and the division by 4h², the stencil has gained

[t(u,v,x) + t(v,u,x) + t(u,x,v) + t(v,x,u) + t(x,u,v) + t(x,v,u)]/6

which contains no h.

```lean
/-- For a harmonic surface with symmetric `H` and a cubic anharmonicity added, the stencil returns
`u · H v` plus the symmetrised cubic form on `u`, `v` and `x`, independently of the nonzero step. -/
theorem stencil_cubic (c : ℝ) (g : n → ℝ) {H : Matrix n n ℝ} (hH : H.IsSymm)
    (t : (n → ℝ) →ₗ[ℝ] (n → ℝ) →ₗ[ℝ] (n → ℝ) →ₗ[ℝ] ℝ) {h : ℝ} (hh : h ≠ 0)
    (x u v : n → ℝ) :
    mixedStencil (fun y => harmonicEnergy c g H y + cubicEnergy t y) h x u v
      = u ⬝ᵥ (H *ᵥ v)
        + (t u v x + t v u x + t u x v + t v x u + t x u v + t x v u) / 6 := by
  -- the stencil is linear in the energy
  have split : mixedStencil (fun y => harmonicEnergy c g H y + cubicEnergy t y) h x u v
      = mixedStencil (harmonicEnergy c g H) h x u v + mixedStencil (cubicEnergy t) h x u v := by
    simp only [mixedStencil]
    ring
  -- terms of third order in the step cancel between opposite displacements
  have cubic : mixedStencil (cubicEnergy t) h x u v
      = (t u v x + t v u x + t u x v + t v x u + t x u v + t x v u) / 6 := by
    simp only [mixedStencil, cubicEnergy, map_add, map_sub, map_smul, LinearMap.add_apply,
      LinearMap.sub_apply, LinearMap.smul_apply, smul_eq_mul]
    field_simp
    ring
  rw [split, cubic, stencil_harmonic c g H hh, coupling_symm hH v u]
  ring
```

The proof first splits the stencil into a harmonic and a cubic part, since it is linear in the energy. The step named `cubic` does the expansion just described, and the harmonic part comes from `stencil_harmonic` together with the symmetry lemma.

Q: But the answer now depends on x. Isn't that an error?

A: No, the curvature of an anharmonic surface can change from one geometry to another. The added term is linear in x and vanishes at the reference geometry x = 0. It is also the second derivative of the cubic energy along u and v, as you can see by letting h go to zero in an expression that doesn't depend on h; the file itself differentiates only the harmonic part.

Q: Then where does the step size first show?

A: At fourth order. Take the energy x_i³ x_j with i ≠ j, and write a = x_i and b = x_j. The four-point sum factorises as it did at the start:

[(a+h)³ − (a−h)³] · [(b+h) − (b−h)] = (6a²h + 2h³) · 2h = 12a²h² + 4h⁴

Division by 4h² gives 3a² + h². The true mixed derivative is 3a², so the error is h².

```lean
/-- For the quartic surface `x_i ^ 3 * x_j` with distinct axes and a nonzero step `h`, the stencil
gives `3 * x_i ^ 2 + h ^ 2`. -/
theorem stencil_quartic_error {m : Type*} [DecidableEq m] {i j : m} (hij : i ≠ j)
    {h : ℝ} (hh : h ≠ 0) (x : m → ℝ) :
    mixedStencil (fun y => y i ^ 3 * y j) h x (Pi.single i 1) (Pi.single j 1)
      = 3 * x i ^ 2 + h ^ 2 := by
  have a : (Pi.single i (1 : ℝ) : m → ℝ) j = 0 := by simp [hij.symm]
  have b : (Pi.single j (1 : ℝ) : m → ℝ) i = 0 := by simp [hij]
  simp only [mixedStencil, Pi.add_apply, Pi.sub_apply, Pi.smul_apply, Pi.single_eq_same,
    a, b, smul_eq_mul]
  field_simp
  ring

end

end NumericalHessian
```

The facts `a` and `b` in the proof say that displacing one axis leaves the other coordinate alone, which is where i ≠ j is used. The rest is the algebra above.

```lean
#print axioms NumericalHessian.numerical_hessian_exact
#print axioms NumericalHessian.stencil_recovers_iff_symm
#print axioms NumericalHessian.stencil_cubic
#print axioms NumericalHessian.stencil_quartic_error
```

```
'NumericalHessian.numerical_hessian_exact' depends on axioms: [propext, Classical.choice, Quot.sound]
'NumericalHessian.stencil_recovers_iff_symm' depends on axioms: [propext, Classical.choice, Quot.sound]
'NumericalHessian.stencil_cubic' depends on axioms: [propext, Classical.choice, Quot.sound]
'NumericalHessian.stencil_quartic_error' depends on axioms: [propext, Classical.choice, Quot.sound]
```

Q: What may I conclude about a frequency calculation that builds its Hessian from energies?

A: That on a model surface with finitely many coordinates and no terms beyond third order, this stencil has no truncation error, whatever nonzero step you choose. On a real surface, quartic and higher terms can bring in a dependence on h. Where the surface is smooth, a Hessian that changes with the step therefore points to such terms or to errors in the computed energies.

Q: Noise is what worries me. My energies are converged only to some threshold.

A: The theorems are about exact real numbers, so rounding and incomplete convergence lie beyond them. If each energy is wrong by at most δ, the stencil can be wrong by as much as 4δ/(4h²) = δ/h². That favours a larger step, while the quartic example shows what a larger step can cost.
